# A curvature bound on the spin-orbit integral of a smooth potential with zero slope at the nucleus

Let $V$ be a potential that is twice differentiable on $[0,\infty)$, with $V'(0)=0$ and $|V''|\le M$. Then every radial orbital $u$ with $\int_0^\infty u^2\,dr=1$ satisfies

$$\left|\int_0^\infty u(r)^2\,\frac{V'(r)}{r}\,dr\right|\le M .$$

In Hartree atomic units, for the Coulomb potential $-Z/r$ with $Z>0$ and its normalized 2p orbital, the same integral equals $Z^4/24$, which exceeds any fixed $M$ once $Z$ is large enough.

## Spin-orbit coupling near the nucleus

In Hartree atomic units the spin-orbit operator of an electron in a central potential energy $V$ is $\frac{\alpha^2}{2}\frac{V'(r)}{r}\,\mathbf L\cdot\mathbf S$, where $\alpha$ is the fine-structure constant and $\mathbf L$, $\mathbf S$ are the orbital and spin angular momenta. To first order, the splitting of a level is proportional to the integral above, with $u=rR$ and $R$ the radial wave function.

Near a point nucleus $V'/r=Z/r^3$ is very large. Many pseudopotentials replace this region by a smooth function, and the constant $M$ measures how sharply that function may bend. The condition $V'(0)=0$ says that the potential is flat at the nucleus, as a smooth spherically symmetric function in three dimensions must be.

In this local, one-electron, first-order model, a smooth potential put into the spin-orbit formula cannot reproduce a Coulomb value larger than its own $M$. Pseudopotentials that include spin-orbit coupling commonly take it from a relativistic all-electron calculation of the atom, not from this formula applied to the smooth potential.

## The bound from the mean value theorem

Fix $r>0$. By the mean value theorem for $V'$ there is a $\xi$ in $(0,r)$ with $V'(r)-V'(0)=V''(\xi)\,r$. Since $V'(0)=0$,

$$\left|\frac{V'(r)}{r}\right|=|V''(\xi)|\le M .$$

Multiplying by $u^2\ge 0$ and integrating gives

$$\left|\int_0^\infty u^2\frac{V'}{r}\,dr\right|\le\int_0^\infty u^2\left|\frac{V'}{r}\right|dr\le M\int_0^\infty u^2\,dr=M .$$

The harmonic potential $V=Mr^2/2$ has $V'/r=M$ everywhere, so it attains the bound in every normalized orbital. In the limiting case $M=0$ the potential is constant and the integral vanishes.

## The Coulomb value for the 2p orbital

Let $I_n=\int_0^\infty r^n e^{-Zr}\,dr$. Then $I_0=1/Z$, and integration by parts gives $I_n=(n/Z)\,I_{n-1}$ for $n\ge1$, so $I_n=n!/Z^{n+1}$.

The orbital is $u=\sqrt{Z^5/24}\;r^2e^{-Zr/2}$. It is normalized, because

$$\int_0^\infty u^2\,dr=\frac{Z^5}{24}\,I_4=\frac{Z^5}{24}\cdot\frac{24}{Z^5}=1 .$$

With $V'/r=Z/r^3$,

$$\int_0^\infty u^2\frac{Z}{r^3}\,dr=\frac{Z^6}{24}\,I_1=\frac{Z^6}{24}\cdot\frac1{Z^2}=\frac{Z^4}{24}.$$

## A linear potential breaks the bound

Take $V=ar$ with $a\ne0$. Its curvature is zero, so $M=0$ is allowed, but its slope at the nucleus is $a$. In the 2p orbital,

$$\int_0^\infty u^2\,\frac ar\,dr=\frac{aZ^5}{24}\,I_3=\frac{aZ^5}{24}\cdot\frac{6}{Z^4}=\frac{aZ}{4}\neq0 .$$

A bound on the curvature alone therefore does not give the inequality.

## How the Lean statement reads

`spinOrbitIntegral V u` is the Lebesgue integral over $r>0$, without the prefactor $\alpha^2/2$ or the angular factor. `Normalized u` says that $\int u^2\,dr=1$; neither continuity of $u$ nor a boundary condition at the origin is required.

`CurvatureBounded V V₁ V₂ M` says that `V₁` and `V₂` are the first and second derivatives of `V` on $[0,\infty)$, one-sided at zero, and that $|V_2|\le M$. The subscripts count derivatives and do not label different potentials. $V''$ need not be continuous. The flatness condition is the separate hypothesis `V₁ 0 = 0`.

`abs_spinOrbitIntegral_le` states that the integrand is integrable and that the bound holds. `coulomb_exceeds_bound` states that for each real $M$ the Coulomb integral exceeds $M$ for all sufficiently large real $Z$.

The Coulomb part treats a bare point nucleus with a hydrogenic orbital, without screening. It does not by itself settle the case of a particular element: in a heavy atom the 2p orbital belongs to the core, and the $M$ of a pseudopotential would have to be compared with the all-electron integral of the valence orbital in the screened potential, which is not $Z^4/24$.

```lean
import Mathlib

open MeasureTheory Set Filter

namespace SpinOrbitPseudopotential

noncomputable section

/-- The radial spin-orbit integral `∫ u² V'(r)/r dr` over `r > 0`, without its constant
prefactor. -/
def spinOrbitIntegral (V u : ℝ → ℝ) : ℝ :=
  ∫ r in Ioi (0 : ℝ), u r ^ 2 * (deriv V r / r)

/-- A radial orbital `u` is normalized when `∫ u² dr = 1` over `r > 0`. -/
def Normalized (u : ℝ → ℝ) : Prop :=
  ∫ r in Ioi (0 : ℝ), u r ^ 2 = 1

/-- The potential `V` has first derivative `V₁` and second derivative `V₂` on `[0, ∞)`
(one-sided at the nucleus), and its curvature satisfies `|V₂| ≤ M` there. -/
structure CurvatureBounded (V V₁ V₂ : ℝ → ℝ) (M : ℝ) : Prop where
  first : ∀ r ∈ Ici (0 : ℝ), HasDerivWithinAt V (V₁ r) (Ici 0) r
  second : ∀ r ∈ Ici (0 : ℝ), HasDerivWithinAt V₁ (V₂ r) (Ici 0) r
  bound : ∀ r ∈ Ici (0 : ℝ), |V₂ r| ≤ M

/-- The Coulomb potential `-Z/r` of a point nucleus, for `r ≠ 0`. -/
def coulomb (Z r : ℝ) : ℝ := -Z / r

/-- The radial 2p orbital `√(Z⁵/24) r² exp(-Zr/2)` of a nucleus of charge `Z > 0`. -/
def orbital2p (Z r : ℝ) : ℝ :=
  Real.sqrt (Z ^ 5 / 24) * r ^ 2 * Real.exp (-(Z * r / 2))

/-- Away from the nucleus the derivative of a curvature-bounded potential is the recorded
function `V₁`. -/
theorem CurvatureBounded.deriv_eq {V V₁ V₂ : ℝ → ℝ} {M r : ℝ}
    (h : CurvatureBounded V V₁ V₂ M) (hr : 0 < r) : deriv V r = V₁ r :=
  ((h.first r hr.le).hasDerivAt (Ici_mem_nhds hr)).deriv

/-- If the curvature is bounded by `M` and the slope vanishes at the nucleus, then
`|V'(r)/r| ≤ M` at every `r > 0`. -/
theorem abs_deriv_div_le {V V₁ V₂ : ℝ → ℝ} {M r : ℝ}
    (h : CurvatureBounded V V₁ V₂ M) (h0 : V₁ 0 = 0) (hr : 0 < r) :
    |deriv V r / r| ≤ M := by
  -- mean value inequality for the slope between the nucleus and `r`
  have key := (convex_Ici (0 : ℝ)).norm_image_sub_le_of_norm_hasDerivWithin_le
    h.second h.bound (mem_Ici.2 le_rfl) (mem_Ici.2 hr.le)
  rw [h0, sub_zero, sub_zero, Real.norm_eq_abs, Real.norm_eq_abs, abs_of_pos hr] at key
  rw [h.deriv_eq hr, abs_div, abs_of_pos hr, div_le_iff₀ hr]
  exact key

/-- For a potential with curvature bounded by `M` and zero slope at the nucleus, the spin-orbit
integrand of every normalized orbital is integrable and its integral is at most `M` in
absolute value. -/
theorem abs_spinOrbitIntegral_le {V V₁ V₂ u : ℝ → ℝ} {M : ℝ}
    (h : CurvatureBounded V V₁ V₂ M) (h0 : V₁ 0 = 0) (hu : Normalized u) :
    IntegrableOn (fun r => u r ^ 2 * (deriv V r / r)) (Ioi 0) ∧
      |spinOrbitIntegral V u| ≤ M := by
  unfold Normalized at hu
  -- a density with integral one is integrable
  have hi : Integrable (fun r => u r ^ 2) (volume.restrict (Ioi (0 : ℝ))) := by
    by_contra hn
    rw [integral_undef hn] at hu
    exact zero_ne_one hu
  -- the integrand is dominated by `M u²`
  have hb : ∀ᵐ r ∂(volume.restrict (Ioi (0 : ℝ))),
      ‖u r ^ 2 * (deriv V r / r)‖ ≤ M * u r ^ 2 := by
    refine ae_restrict_of_forall_mem measurableSet_Ioi fun r hr => ?_
    rw [Real.norm_eq_abs, abs_mul, abs_of_nonneg (sq_nonneg (u r)), mul_comm]
    exact mul_le_mul_of_nonneg_right (abs_deriv_div_le h h0 hr) (sq_nonneg _)
  have hm : AEStronglyMeasurable (fun r => u r ^ 2 * (deriv V r / r))
      (volume.restrict (Ioi (0 : ℝ))) :=
    hi.aestronglyMeasurable.mul
      ((measurable_deriv V).div measurable_id).aestronglyMeasurable
  refine ⟨(hi.const_mul M).mono' hm hb, ?_⟩
  have hle := norm_integral_le_of_norm_le (hi.const_mul M) hb
  rw [integral_const_mul, hu, mul_one] at hle
  exact hle

/-- The bound is attained: for `M ≥ 0` the harmonic potential `M r²/2` has curvature bounded
by `M`, zero slope at the nucleus, and spin-orbit integral `M` in every normalized orbital. -/
theorem harmonic_attains_bound {M : ℝ} (hM : 0 ≤ M) {u : ℝ → ℝ} (hu : Normalized u) :
    CurvatureBounded (fun r => M / 2 * r ^ 2) (fun r => M * r) (fun _ => M) M ∧
      (fun r : ℝ => M * r) 0 = 0 ∧
      spinOrbitIntegral (fun r => M / 2 * r ^ 2) u = M := by
  have hc : CurvatureBounded (fun r => M / 2 * r ^ 2) (fun r => M * r) (fun _ => M) M := by
    refine ⟨fun r _ => ?_, fun r _ => ?_, fun r _ => (abs_of_nonneg hM).le⟩
    · have h1 : HasDerivAt (fun x : ℝ => x ^ 2) (2 * r) r := by
        simpa using hasDerivAt_pow 2 r
      have h2 : HasDerivAt (fun x : ℝ => M / 2 * x ^ 2) (M * r) r :=
        (h1.const_mul (M / 2)).congr_deriv (by ring)
      exact h2.hasDerivWithinAt
    · exact (((hasDerivAt_id' r).const_mul M).congr_deriv (mul_one M)).hasDerivWithinAt
  refine ⟨hc, mul_zero M, ?_⟩
  calc spinOrbitIntegral (fun r => M / 2 * r ^ 2) u
      = ∫ r in Ioi (0 : ℝ), M * u r ^ 2 := by
        refine setIntegral_congr_fun measurableSet_Ioi fun r hr => ?_
        have hr' : 0 < r := hr
        have h3 : M * r / r = M := mul_div_cancel_right₀ M hr'.ne'
        simp only [hc.deriv_eq hr', h3]
        ring
    _ = M := by
        unfold Normalized at hu
        rw [integral_const_mul, hu, mul_one]

/-- Radial moments of an exponential density: `∫ rⁿ exp(-Zr) dr = n!/Zⁿ⁺¹` over `r > 0`,
for `Z > 0`. -/
theorem exp_moment (n : ℕ) {Z : ℝ} (hZ : 0 < Z) :
    ∫ r in Ioi (0 : ℝ), r ^ n * Real.exp (-(Z * r)) = (n.factorial : ℝ) / Z ^ (n + 1) := by
  have h := Real.integral_rpow_mul_exp_neg_mul_Ioi (a := (n : ℝ) + 1) (r := Z)
    (by positivity) hZ
  have e : (1 / Z) ^ ((n : ℝ) + 1) = 1 / Z ^ (n + 1) := by
    rw [(Nat.cast_succ n).symm, Real.rpow_natCast, one_div_pow]
  rw [Real.Gamma_nat_eq_factorial, e] at h
  simp only [add_sub_cancel_right, Real.rpow_natCast] at h
  rw [h]
  ring

/-- The radial density of the 2p orbital is `(Z⁵/24) r⁴ exp(-Zr)`, for `Z ≥ 0`. -/
theorem orbital2p_sq {Z : ℝ} (hZ : 0 ≤ Z) (r : ℝ) :
    orbital2p Z r ^ 2 = Z ^ 5 / 24 * (r ^ 4 * Real.exp (-(Z * r))) := by
  have e : Real.exp (-(Z * r / 2)) ^ 2 = Real.exp (-(Z * r)) := by
    rw [sq, ← Real.exp_add]
    congr 1
    ring
  rw [orbital2p, mul_pow, mul_pow, Real.sq_sqrt (by positivity), e]
  ring

/-- For `Z > 0` the 2p orbital is normalized, and its spin-orbit integral in the Coulomb
potential `-Z/r` is `Z⁴/24`. -/
theorem coulomb_spinOrbitIntegral {Z : ℝ} (hZ : 0 < Z) :
    Normalized (orbital2p Z) ∧
      spinOrbitIntegral (coulomb Z) (orbital2p Z) = Z ^ 4 / 24 := by
  constructor
  · have f4 : ((Nat.factorial 4 : ℕ) : ℝ) = 24 := by norm_num [Nat.factorial]
    unfold Normalized
    simp only [orbital2p_sq hZ.le]
    rw [integral_const_mul, exp_moment 4 hZ, f4, mul_div_assoc',
      div_eq_iff (pow_ne_zero _ hZ.ne')]
    ring
  · calc spinOrbitIntegral (coulomb Z) (orbital2p Z)
        = ∫ r in Ioi (0 : ℝ), Z ^ 6 / 24 * (r ^ 1 * Real.exp (-(Z * r))) := by
          refine setIntegral_congr_fun measurableSet_Ioi fun r hr => ?_
          have hr' : r ≠ 0 := ne_of_gt hr
          -- the derivative of the Coulomb potential is `Z/r²`
          have hd : HasDerivAt (coulomb Z) (-Z * -(r ^ 2)⁻¹) r :=
            (hasDerivAt_inv hr').const_mul (-Z)
          have h3 : r ^ 4 * (-Z * -(r ^ 2)⁻¹ / r) = Z * r := by field_simp
          simp only [orbital2p_sq hZ.le, hd.deriv]
          linear_combination (Z ^ 5 / 24 * Real.exp (-(Z * r))) * h3
      _ = Z ^ 4 / 24 := by
          rw [integral_const_mul, exp_moment 1 hZ, Nat.factorial_one, Nat.cast_one,
            mul_div_assoc', div_eq_iff (pow_ne_zero _ hZ.ne')]
          ring

/-- Whatever the bound `M`, the Coulomb spin-orbit integral of the 2p orbital exceeds it for all
sufficiently large nuclear charges. -/
theorem coulomb_exceeds_bound (M : ℝ) :
    ∀ᶠ Z in atTop, M < spinOrbitIntegral (coulomb Z) (orbital2p Z) := by
  filter_upwards [eventually_ge_atTop (1 : ℝ), eventually_gt_atTop (24 * M)] with Z h1 h2
  rw [(coulomb_spinOrbitIntegral (by linarith)).2]
  have h4 : Z ≤ Z ^ 4 := le_self_pow₀ h1 (by norm_num)
  linarith

/-- The linear potential `a r` has curvature bounded by `0`, and its spin-orbit integral in the 2p
orbital with `Z > 0` is `aZ/4`. -/
theorem linear_spinOrbitIntegral (a : ℝ) {Z : ℝ} (hZ : 0 < Z) :
    CurvatureBounded (fun r => a * r) (fun _ => a) (fun _ => 0) 0 ∧
      spinOrbitIntegral (fun r => a * r) (orbital2p Z) = a * Z / 4 := by
  have hc : CurvatureBounded (fun r => a * r) (fun _ => a) (fun _ => 0) 0 :=
    ⟨fun r _ => (((hasDerivAt_id' r).const_mul a).congr_deriv (mul_one a)).hasDerivWithinAt,
      fun r _ => (hasDerivAt_const r a).hasDerivWithinAt, fun r _ => abs_zero.le⟩
  refine ⟨hc, ?_⟩
  have f3 : ((Nat.factorial 3 : ℕ) : ℝ) = 6 := by norm_num [Nat.factorial]
  calc spinOrbitIntegral (fun r => a * r) (orbital2p Z)
      = ∫ r in Ioi (0 : ℝ), a * Z ^ 5 / 24 * (r ^ 3 * Real.exp (-(Z * r))) := by
        refine setIntegral_congr_fun measurableSet_Ioi fun r hr => ?_
        have hr' : 0 < r := hr
        have h3 : r ^ 4 * (a / r) = a * r ^ 3 := by field_simp
        simp only [orbital2p_sq hZ.le, hc.deriv_eq hr']
        linear_combination (Z ^ 5 / 24 * Real.exp (-(Z * r))) * h3
    _ = a * Z / 4 := by
        rw [integral_const_mul, exp_moment 3 hZ, f3, mul_div_assoc',
          div_eq_iff (pow_ne_zero _ hZ.ne')]
        ring

end

end SpinOrbitPseudopotential
```

```lean
#print axioms SpinOrbitPseudopotential.abs_spinOrbitIntegral_le
#print axioms SpinOrbitPseudopotential.harmonic_attains_bound
#print axioms SpinOrbitPseudopotential.coulomb_exceeds_bound
#print axioms SpinOrbitPseudopotential.linear_spinOrbitIntegral
```

```
'SpinOrbitPseudopotential.abs_spinOrbitIntegral_le' depends on axioms: [propext, Classical.choice, Quot.sound]
'SpinOrbitPseudopotential.harmonic_attains_bound' depends on axioms: [propext, Classical.choice, Quot.sound]
'SpinOrbitPseudopotential.coulomb_exceeds_bound' depends on axioms: [propext, Classical.choice, Quot.sound]
'SpinOrbitPseudopotential.linear_spinOrbitIntegral' depends on axioms: [propext, Classical.choice, Quot.sound]
```

## From the pointwise estimate to the integrals

`CurvatureBounded.deriv_eq` identifies Lean's two-sided derivative `deriv V r` with `V₁ r` for $r>0$. `abs_deriv_div_le` is the pointwise estimate: it applies Mathlib's mean value inequality on the convex set $[0,\infty)$, inserts $V'(0)=0$ and divides by $r$.

In `abs_spinOrbitIntegral_le`, the step `hi` obtains integrability of $u^2$ from normalization: Lean assigns the value zero to the integral of a non-integrable function, and zero is not one. The step `hb` dominates the integrand by $Mu^2$, and `hm` supplies measurability. Together they give integrability, and `norm_integral_le_of_norm_le` gives the integrated inequality.

`harmonic_attains_bound` checks the derivatives of $Mr^2/2$ and reduces the integrand to $Mu^2$.

`exp_moment` takes $I_n$ from Mathlib's Gamma-function integral instead of the recursion above, and `orbital2p_sq` squares the orbital. In `coulomb_spinOrbitIntegral` and `linear_spinOrbitIntegral`, `setIntegral_congr_fun` rewrites the integrand for $r>0$ as a constant times $r^n e^{-Zr}$, with $n=1$ and $n=3$ respectively, and `exp_moment` evaluates it.

Finally, `coulomb_exceeds_bound` takes $Z\ge1$ and $Z>24M$. Then $Z^4\ge Z>24M$, so $Z^4/24>M$.
